# For convex energies, N particles are selected on a chemical-potential window as wide as the fundamental gap

A molecule weakly coupled to an electrode can exchange electrons with it. Treat the electrode as a pure electron reservoir, leaving out its electrostatic effect on the molecule's energies. At zero temperature it then enters only through its chemical potential μ, and the molecule settles at a particle number K that makes E(K) − μK least, where E(K) is its ground-state energy with K electrons. Over what range of μ does a given number N stay optimal?

Let K run over 0, …, M, and write

d(j) = E(j+1) − E(j)

for the cost of adding a particle to a system of j. The energies are called convex if d(0) ≤ d(1) ≤ … ≤ d(M−1): each added electron is bound no more strongly than the one before. This is a hypothesis about the system, not derived here from a Hamiltonian, and an effective attraction that favours pairs can violate it. For convex energies and 0 < N < M, the number N is a minimiser exactly when

E(N) − E(N−1) ≤ μ ≤ E(N+1) − E(N).

## From two neighbours to all particle numbers

Write G(K) = E(K) − μK, so that G(j+1) − G(j) = d(j) − μ. If N minimises G, then G(N) ≤ G(N−1) gives d(N−1) ≤ μ, and G(N) ≤ G(N+1) gives μ ≤ d(N). These are the two bounds, and convexity has not been used.

Conversely, suppose d(N−1) ≤ μ ≤ d(N). For K ≤ N,

G(N) − G(K) = Σ (d(j) − μ), j = K, …, N−1,

and every term is at most zero, because d(j) ≤ d(N−1) ≤ μ. For K ≥ N,

G(K) − G(N) = Σ (d(j) − μ), j = N, …, K−1,

and every term is at least zero, because μ ≤ d(N) ≤ d(j). An empty sum covers K = N. Hence N is a minimiser.

With ionisation energy I = E(N−1) − E(N) and electron affinity A = E(N) − E(N+1), the window is the interval from −I to −A. Its length is

d(N) − d(N−1) = I − A,

the fundamental gap, which convexity makes nonnegative. At an edge of the window N ties with a neighbour, and if the gap is zero the window is a single point.

Now let Ω(μ) be the minimum of G over 0, …, M. By definition Ω(μ) ≤ E(N) − μN for every μ, with equality when μ lies in the window of N. Therefore

E(N) = max over μ of [Ω(μ) + μN],

which recovers the energy from the grand potential by a Legendre-Fenchel transform.

## Energies, reservoir and gap in Lean

The development uses Mathlib's real numbers, finite minima and Lebesgue measure.

```lean
import Mathlib

open Set

namespace ChemicalPotentialWindow

noncomputable section
```

The energies form a function `E : ℕ → ℝ`. Nothing requires them to be eigenvalues, and only the values up to `M` enter the minimisation. Convexity compares successive increments; for M = 0 or M = 1 there is nothing to compare and the condition holds trivially.

```lean
/-- The energies of `0, ..., M` particles have nondecreasing increments. -/
def ConvexEnergies (E : ℕ → ℝ) (M : ℕ) : Prop :=
  ∀ K, K + 2 ≤ M → E (K + 1) - E K ≤ E (K + 2) - E (K + 1)
```

The grand energy is G(K), with the reservoir represented by the number μ alone.

```lean
/-- The energy of `K` particles in contact with a reservoir at chemical potential `μ`. -/
def grandEnergy (E : ℕ → ℝ) (μ : ℝ) (K : ℕ) : ℝ := E K - μ * K
```

Being a minimiser means doing no worse than any competitor up to `M`, so ties are allowed.

```lean
/-- The grand energy at `N` is no higher than at any of `0, ..., M`. The bound `N ≤ M` is not part
of the definition. -/
def Minimises (E : ℕ → ℝ) (M : ℕ) (μ : ℝ) (N : ℕ) : Prop :=
  ∀ K, K ≤ M → grandEnergy E μ N ≤ grandEnergy E μ K
```

The gap is I − A, and it is used below only for 0 < N < M.

```lean
/-- For `0 < N`, the fundamental gap: ionisation energy minus electron affinity. -/
def fundamentalGap (E : ℕ → ℝ) (N : ℕ) : ℝ :=
  (E (N - 1) - E N) - (E N - E (N + 1))
```

The grand potential Ω(μ) is a minimum over the finite set 0, …, M, which is nonempty because it contains 0.

```lean
/-- The zero-temperature grand potential: the least grand energy among `0, ..., M` particles. -/
def grandPotential (E : ℕ → ℝ) (M : ℕ) (μ : ℝ) : ℝ :=
  (Finset.range (M + 1)).inf' ⟨0, by simp⟩ (grandEnergy E μ)
```

## Ordering the increments and summing them

Convexity relates neighbouring increments. Induction on `j`, starting at `i`, chains these comparisons into d(i) ≤ d(j) whenever i ≤ j < M.

```lean
/-- For convex energies, adding a particle to a larger system costs at least as much
as adding one to a smaller system. -/
theorem increment_mono {E : ℕ → ℝ} {M i j : ℕ} (hE : ConvexEnergies E M)
    (hij : i ≤ j) (hj : j + 1 ≤ M) : E (i + 1) - E i ≤ E (j + 1) - E j := by
  induction j, hij using Nat.le_induction with
  | base => exact le_rfl
  | succ j hij ih => exact (ih (by omega)).trans (hE j (by omega))
```

The next two lemmas replace the sums of the hand derivation by induction on the upper end `L`. If every increment from `K` up to `L` is at most μ, then G(L) ≤ G(K); each induction step adds one nonpositive term d(L) − μ.

```lean
/-- If each particle added between `K` and `L` costs at most `μ`, the grand energy at `L`
is no higher than at `K`. -/
theorem grandEnergy_le_of_cheap {E : ℕ → ℝ} {μ : ℝ} {K L : ℕ} (hKL : K ≤ L)
    (h : ∀ j, K ≤ j → j < L → E (j + 1) - E j ≤ μ) :
    grandEnergy E μ L ≤ grandEnergy E μ K := by
  induction L, hKL using Nat.le_induction with
  | base => exact le_rfl
  | succ L hL ih =>
    have h1 := ih (fun j a b => h j a (by omega))
    have h2 := h L hL (by omega)
    simp only [grandEnergy] at h1 ⊢
    push_cast
    linarith
```

If every increment is at least μ, the inequality is reversed.

```lean
/-- If each particle added between `K` and `L` costs at least `μ`, the grand energy at `K`
is no higher than at `L`. -/
theorem grandEnergy_le_of_costly {E : ℕ → ℝ} {μ : ℝ} {K L : ℕ} (hKL : K ≤ L)
    (h : ∀ j, K ≤ j → j < L → μ ≤ E (j + 1) - E j) :
    grandEnergy E μ K ≤ grandEnergy E μ L := by
  induction L, hKL using Nat.le_induction with
  | base => exact le_rfl
  | succ L hL ih =>
    have h1 := ih (fun j a b => h j a (by omega))
    have h2 := h L hL (by omega)
    simp only [grandEnergy] at h1 ⊢
    push_cast
    linarith
```

## The window and its width

The main theorem states the equivalence for every real μ. Its proof writes N as n + 1, so that N − 1 becomes n. The forward direction evaluates the minimum condition at the two neighbours, and `linarith` rearranges the results. The reverse direction splits on whether K lies below or above N and applies the matching lemma, with `increment_mono` supplying the bound on each increment.

```lean
/-- For convex energies and `0 < N < M`, the particle number `N` minimises the grand energy
exactly when `μ` lies between the cost of the last particle and the cost of the next one. -/
theorem minimises_iff_window {E : ℕ → ℝ} {M N : ℕ} (hE : ConvexEnergies E M)
    (h0 : 0 < N) (hM : N < M) (μ : ℝ) :
    Minimises E M μ N ↔ E N - E (N - 1) ≤ μ ∧ μ ≤ E (N + 1) - E N := by
  obtain ⟨n, rfl⟩ : ∃ n, N = n + 1 := ⟨N - 1, by omega⟩
  rw [Nat.add_sub_cancel]
  constructor
  · -- compare with one particle fewer and one particle more
    intro h
    have h1 := h n (by omega)
    have h2 := h (n + 1 + 1) (by omega)
    simp only [grandEnergy] at h1 h2
    push_cast at h1 h2
    constructor <;> linarith
  · -- convexity carries the two local bounds to all particle numbers
    rintro ⟨hl, hr⟩ K hK
    rcases le_total K (n + 1) with hc | hc
    · refine grandEnergy_le_of_cheap hc (fun j _ hj => ?_)
      exact (increment_mono hE (by omega : j ≤ n) (by omega)).trans hl
    · refine grandEnergy_le_of_costly hc (fun j h1 h2 => ?_)
      exact hr.trans (increment_mono hE h1 (by omega))
```

The width is expressed as the Lebesgue measure of the set of μ that select N. The theorem above identifies this set with a closed interval, whose measure is the difference of its endpoints. Since `ENNReal.ofReal` sends negative numbers to zero, the separate statement that the gap is nonnegative is what makes the measure equal to the gap itself.

```lean
/-- For convex energies and `0 < N < M`, the fundamental gap is nonnegative, and it is the length of
the set of chemical potentials at which `N` minimises the grand energy. -/
theorem window_width_eq_gap {E : ℕ → ℝ} {M N : ℕ} (hE : ConvexEnergies E M)
    (h0 : 0 < N) (hM : N < M) :
    0 ≤ fundamentalGap E N ∧
      MeasureTheory.volume {μ : ℝ | Minimises E M μ N}
        = ENNReal.ofReal (fundamentalGap E N) := by
  constructor
  · have h := increment_mono hE (Nat.sub_le N 1) (by omega)
    rw [Nat.sub_add_cancel h0] at h
    unfold fundamentalGap
    linarith
  · have hset : {μ : ℝ | Minimises E M μ N}
        = Icc (E N - E (N - 1)) (E (N + 1) - E N) := by
      ext μ
      exact minimises_iff_window hE h0 hM μ
    rw [hset, Real.volume_Icc]
    congr 1
    unfold fundamentalGap
    ring
```

## Convexity as selectability, and duality

Convexity is also necessary if every interior particle number is to be reachable. If some μ selects K + 1, comparison with K and K + 2 gives d(K) ≤ μ ≤ d(K+1), which is the convexity condition at K. In the other direction, the proof chooses the upper edge of the window, μ = E(N+1) − E(N).

```lean
/-- Every particle number strictly between `0` and `M` minimises the grand energy at some
chemical potential if and only if the energies are convex. -/
theorem all_selectable_iff_convex (E : ℕ → ℝ) (M : ℕ) :
    (∀ N, 0 < N → N < M → ∃ μ, Minimises E M μ N) ↔ ConvexEnergies E M := by
  constructor
  · intro h K hK
    obtain ⟨μ, hμ⟩ := h (K + 1) (by omega) (by omega)
    have h1 := hμ K (by omega)
    have h2 := hμ (K + 2) hK
    simp only [grandEnergy] at h1 h2
    push_cast at h1 h2
    linarith
  · intro hE N h0 hM
    have hgap := (window_width_eq_gap hE h0 hM).1
    unfold fundamentalGap at hgap
    exact ⟨E (N + 1) - E N,
      (minimises_iff_window hE h0 hM _).2 ⟨by linarith, le_rfl⟩⟩
```

In the duality theorem, `IsGreatest` says that E(N) is one of the values Ω(μ) + μN and that none exceeds it, so the maximum is attained. The bound `hle` is the inequality Ω(μ) ≤ E(N) − μN; a μ that selects N supplies equality. The theorem covers interior N only.

```lean
/-- Legendre-Fenchel duality: for convex energies and `0 < N < M`, the energy `E N` is the
maximum over `μ` of the grand potential plus `μ N`. -/
theorem energy_isGreatest_dual {E : ℕ → ℝ} {M N : ℕ} (hE : ConvexEnergies E M)
    (h0 : 0 < N) (hM : N < M) :
    IsGreatest (range fun μ : ℝ => grandPotential E M μ + μ * N) (E N) := by
  -- the grand potential never exceeds the grand energy at `N`
  have hle : ∀ μ : ℝ, grandPotential E M μ ≤ E N - μ * N := fun μ =>
    Finset.inf'_le (grandEnergy E μ) (Finset.mem_range.2 (by omega))
  constructor
  · -- equality holds at a chemical potential that selects `N`
    obtain ⟨μ, hμ⟩ := (all_selectable_iff_convex E M).2 hE N h0 hM
    have hge : E N - μ * N ≤ grandPotential E M μ :=
      Finset.le_inf' _ _ (fun K hK => hμ K (by have := Finset.mem_range.1 hK; omega))
    refine ⟨μ, ?_⟩
    show grandPotential E M μ + μ * N = E N
    linarith [hle μ]
  · rintro _ ⟨μ, rfl⟩
    show grandPotential E M μ + μ * N ≤ E N
    linarith [hle μ]
```

## A window that fails without convexity

Take the energies 1, 0, 1, −5 for zero to three particles, numbers chosen for illustration and not computed for an actual molecule. The increments are −1, 1, −6, so convexity fails at the last step.

```lean
/-- The energies `1, 0, 1, -5` of zero to three particles. -/
def bumpyEnergy (K : ℕ) : ℝ := if K = 3 then -5 else if K = 1 then 0 else 1
```

At μ = 0 both local inequalities hold for N = 1, since −1 ≤ 0 ≤ 1. Yet G(1) = 0 while G(3) = −5: one particle beats both neighbours but loses to three. The proof evaluates the energies and compares N = 1 with K = 3.

```lean
/-- For the energies `1, 0, 1, -5`, the value `μ = 0` lies in the window of `N = 1`, yet `N = 1`
does not minimise the grand energy among `0, ..., 3`. -/
theorem window_not_sufficient_without_convexity :
    (bumpyEnergy 1 - bumpyEnergy 0 ≤ 0 ∧ 0 ≤ bumpyEnergy 2 - bumpyEnergy 1) ∧
      ¬ Minimises bumpyEnergy 3 0 1 := by
  refine ⟨⟨by norm_num [bumpyEnergy], by norm_num [bumpyEnergy]⟩, fun h => ?_⟩
  have h3 := h 3 le_rfl
  norm_num [grandEnergy, bumpyEnergy] at h3

end

end ChemicalPotentialWindow
```

```lean
#print axioms ChemicalPotentialWindow.all_selectable_iff_convex
-- 'ChemicalPotentialWindow.all_selectable_iff_convex' depends on axioms: [propext, Classical.choice, Quot.sound]
#print axioms ChemicalPotentialWindow.energy_isGreatest_dual
-- 'ChemicalPotentialWindow.energy_isGreatest_dual' depends on axioms: [propext, Classical.choice, Quot.sound]
#print axioms ChemicalPotentialWindow.window_not_sufficient_without_convexity
-- 'ChemicalPotentialWindow.window_not_sufficient_without_convexity' depends on axioms: [propext, Classical.choice, Quot.sound]
```

For a finite system with convex energies at zero temperature, the theorem describes a plateau: as μ is swept, the electron number can stay at N over an interval whose length is I − A.
